# Unitarity and the matrix optical theorem for the single-site t-matrix, and their invariance under a change of channel basis

## Physical setting

Take one scattering channel, a real number $k$ (the reactance) and a momentum $p>0$. Define
$$t=-\frac1p\,\frac{k}{1-ik},\qquad S=1-2ip\,t=\frac{1+ik}{1-ik}.$$
The denominator never vanishes, because $|1-ik|^2=1+k^2\ge 1$. Numerator and denominator of $S$ are complex conjugates, so $|S|=1$. From $t=-\frac1p\,\frac{k+ik^2}{1+k^2}$ and $|t|^2=\frac{k^2}{p^2(1+k^2)}$ one reads off $\operatorname{Im}t=-p|t|^2$. Writing $k=\tan\delta$ with a phase shift $\delta$ gives $t=-\frac1p\sin\delta\,e^{i\delta}$ and $S=e^{2i\delta}$.

In relativistic multiple-scattering band theory $k$ becomes a Hermitian matrix $K$ over the channels $(\kappa,\mu)$, where $\kappa$ is the spin-orbit quantum number and $\mu$ the projection of the total angular momentum. A matrix $C$ of Clebsch–Gordan coefficients converts to the channels $(l,m_l,\sigma)$, labelled by orbital angular momentum, its projection and the spin projection. The result below says that elastic flux conservation at one site holds in either basis, for finitely many channels at real momentum with $K$ given as Hermitian.

## Statement

Let $K$ be a Hermitian matrix on a finite channel set, $p>0$, and $C$ a matrix with $CC^\dagger=1$ and $C^\dagger C=1$. For a matrix $X$ write $S(X)=1-2ip\,X$, and put
$$t=-\tfrac1p\,K(1-iK)^{-1},\qquad t'=CtC^\dagger .$$
The theorem `tMatrix_unitarity` is a conjunction of seven claims, in this order: $\det(1-iK)$ is invertible; $t$ solves the Heitler equation $p\,t(1-iK)=-K$; $S(t)$ is unitary; $t-t^\dagger=-2ip\,t^\dagger t$; $t'$ is the t-matrix of $CKC^\dagger$; $S(t')$ is unitary; and $t'-t'^\dagger=-2ip\,t'^\dagger t'$.

Three further theorems accompany it. If $p\ne0$ and $S(t)$ is unitary, then $\operatorname{Im}t_{jj}=-p\sum_i|t_{ij}|^2$ in every channel $j$. If $K=\operatorname{diag}(\tan\delta_j)$ with real $\delta_j$ and $\cos\delta_j\neq0$, then $t=\operatorname{diag}(-\frac1p\sin\delta_j\,e^{i\delta_j})$. For the two channels $0,1$ with $K=\operatorname{diag}(1,0)$ and the rotation $C$ with rows $(3/5,-4/5)$ and $(4/5,3/5)$, $K$ is Hermitian, $C$ is unitary and $(CKC^\dagger)_{01}=12/25$, so a diagonal $K$ can acquire channel mixing.

## Derivation

Write $M=1-iK$ and $N=M^\dagger=1+iK$, the last equality using $K^\dagger=K$.

1. Invertibility. $M^\dagger M=(1+iK)(1-iK)=1+K^2=1+K^\dagger K$, which is the identity plus a positive semidefinite matrix, hence positive definite and invertible. Since $\det(M^\dagger M)=\det M^\dagger\det M\neq0$, also $\det M\ne0$.

2. Heitler equation. $tM=-\frac1pKM^{-1}M=-\frac1pK$, and multiplying by $p$ gives $p\,tM=-K$.

3. Optical relation. Let $t$ be any solution of $tM=-K/p$. The adjoint equation is $Nt^\dagger=-K/p$, because $p$ is real. Then
$$N(t-t^\dagger)M=N(tM)-(Nt^\dagger)M=-\tfrac1p\big[(1+iK)K-K(1-iK)\big]=-\tfrac{2i}{p}K^2,$$
$$N(-2ip\,t^\dagger t)M=-2ip\,(Nt^\dagger)(tM)=-\tfrac{2i}{p}K^2 .$$
Both $N$ and $M$ are invertible, so cancelling them leaves $t-t^\dagger=-2ip\,t^\dagger t$.

4. Unitarity. With $a=2ip$ one has $\bar a=-a$, so for any square matrix $t$
$$S(t)^\dagger S(t)=(1+at^\dagger)(1-at)=1-a\,\big(t-t^\dagger+a\,t^\dagger t\big).$$
For $a\neq0$ this equals $1$ exactly when the optical relation holds, and for square matrices of finite size $S^\dagger S=1$ is unitarity.

5. Diagonal form. The $jj$ element of $t-t^\dagger$ is $2i\operatorname{Im}t_{jj}$, and $(t^\dagger t)_{jj}=\sum_i|t_{ij}|^2$. Dividing by $2i$ gives the stated formula.

6. Covariance. Put $K'=CKC^\dagger$, which is Hermitian. From $CC^\dagger=1$ follows $1-iK'=CMC^\dagger$. From $C^\dagger C=1$ follows $CMC^\dagger\,CM^{-1}C^\dagger=CC^\dagger=1$, so $(1-iK')^{-1}=CM^{-1}C^\dagger$. Hence $-\frac1pK'(1-iK')^{-1}=-\frac1pCKM^{-1}C^\dagger=t'$, and steps 1 to 4 applied to $K'$ give the last two claims.

7. Phase shifts. $(1-i\tan\delta_j)\cos\delta_j\,e^{i\delta_j}=(\cos\delta_j-i\sin\delta_j)(\cos\delta_j+i\sin\delta_j)=1$, so $M^{-1}=\operatorname{diag}(\cos\delta_j\,e^{i\delta_j})$, and $\tan\delta_j\cos\delta_j=\sin\delta_j$ finishes.

## What the formal version assumes

The finite types `n` and `m` label the $(\kappa,\mu)$ and $(l,m_l,\sigma)$ channels; Lean's `m` is an index set and not the quantum number $m_l$. `tMatrix p K` is $t$, `sMatrix p t` is $S(t)$, `ᴴ` is the adjoint, and `C : Matrix m n ℂ` carries both conditions `hC` and `hC'`. The definitions fix the conventions: $K$ is dimensionless, $t$ carries the factor $-1/p$, and a decoupled channel has $K_{jj}=+\tan\delta_j$. Another normalisation takes $t$ as the matrix element of the Dirac transition operator between free waves whose large component has the spherical Bessel function $j_l(pr)$ as its radial part. For that $t$, with $\hbar=1$, the number called $p$ in the theorems is the momentum multiplied by $(W+m_ec^2)/c^2$, where $W$ is the energy including the rest energy and $m_e$ the electron mass. Invertibility appears as `IsUnit (1 - I • K).det`, unitarity as membership in `unitaryGroup n ℂ`.

Hermiticity of $K$ is the hypothesis `hK`; no Dirac equation or potential enters from which it would be derived. `C` is an arbitrary unitary matrix, so Clebsch–Gordan coefficients are not constructed, and the two-channel rotation is written down directly as a rational example and is not derived from angular-momentum coupling. A unitary $C$ presupposes an angular-momentum cut-off that keeps the same space in both labellings. The momentum is real, which leaves out complex energies, and the Hermiticity of $K$ leaves out absorbing potentials. "Optical theorem" means the matrix relation and its diagonal elements, with no forward amplitude or cross-section defined. The condition $\cos\delta_j\neq0$ excludes the phase shifts at which $K$ diverges. The closed forms $S=(1+ik)/(1-ik)=e^{2i\delta}$ of the one-channel case are illustration and have no theorem of their own.

The main theorem assumes `0 < p`, but its proof uses only `hp.ne'`, that is $p\neq0$. The theorems `tMatrix_covariant` and `tMatrix_phase_shifts` take any real $p$; at $p=0$ Lean's convention $0^{-1}=0$ makes both sides the zero matrix, which has no physical content.

## The file

```lean
import Mathlib

open Matrix Complex
open scoped ComplexOrder

namespace RelativisticTMatrix

noncomputable section

variable {n m : Type*} [Fintype n] [DecidableEq n] [Fintype m] [DecidableEq m]

/-- Single-site t-matrix `t = -(1/p) K (1 - iK)⁻¹` at momentum `p` for the reactance matrix `K`. -/
def tMatrix (p : ℝ) (K : Matrix n n ℂ) : Matrix n n ℂ :=
  (-(p : ℂ)⁻¹) • (K * (1 - I • K)⁻¹)

/-- Scattering matrix `S = 1 - 2ip t` at momentum `p`. -/
def sMatrix (p : ℝ) (t : Matrix n n ℂ) : Matrix n n ℂ :=
  1 - (2 * I * (p : ℂ)) • t

/-- For a Hermitian reactance matrix `K`, the matrix `1 - iK` is invertible. -/
theorem isUnit_one_sub_I_smul {K : Matrix n n ℂ} (hK : K.IsHermitian) :
    IsUnit (1 - I • K).det := by
  have hH : (1 - I • K)ᴴ = 1 + I • K := by
    rw [conjTranspose_sub, conjTranspose_one, conjTranspose_smul, hK.eq]; simp
  have e : ∀ A : Matrix n n ℂ, (1 + A) * (1 - A) = 1 - A * A := fun A => by noncomm_ring
  -- (1 - iK)ᴴ (1 - iK) = 1 + Kᴴ K is positive definite
  have hprod : (1 - I • K)ᴴ * (1 - I • K) = 1 + Kᴴ * K := by
    rw [hH, e, Matrix.smul_mul, Matrix.mul_smul, smul_smul, I_mul_I, neg_smul, one_smul,
      sub_neg_eq_add, hK.eq]
  have hpos : (1 + Kᴴ * K).PosDef :=
    Matrix.PosDef.one.add_posSemidef (posSemidef_conjTranspose_mul_self K)
  have hu : IsUnit ((1 - I • K)ᴴ * (1 - I • K)).det := by
    rw [hprod]; exact (Matrix.isUnit_iff_isUnit_det _).1 hpos.isUnit
  rw [det_mul] at hu
  exact isUnit_of_mul_isUnit_right hu

/-- For Hermitian `K` and `p ≠ 0` the t-matrix solves the Heitler equation
`p t (1 - iK) = -K`. -/
theorem heitler_equation {K : Matrix n n ℂ} (hK : K.IsHermitian) {p : ℝ} (hp : p ≠ 0) :
    (p : ℂ) • (tMatrix p K * (1 - I • K)) = -K := by
  have hp' : (p : ℂ) ≠ 0 := ofReal_ne_zero.2 hp
  rw [tMatrix, Matrix.smul_mul, Matrix.mul_assoc,
    nonsing_inv_mul _ (isUnit_one_sub_I_smul hK), Matrix.mul_one, smul_smul, mul_neg,
    mul_inv_cancel₀ hp', neg_smul, one_smul]

/-- Optical theorem: every solution `t` of `p t (1 - iK) = -K` with Hermitian `K` and `p ≠ 0`
satisfies `t - tᴴ = -2ip tᴴ t`. -/
theorem optical_of_heitler {K t : Matrix n n ℂ} (hK : K.IsHermitian) {p : ℝ} (hp : p ≠ 0)
    (h : (p : ℂ) • (t * (1 - I • K)) = -K) :
    t - tᴴ = (-(2 * I * (p : ℂ))) • (tᴴ * t) := by
  have hp' : (p : ℂ) ≠ 0 := ofReal_ne_zero.2 hp
  have hH : (1 - I • K)ᴴ = 1 + I • K := by
    rw [conjTranspose_sub, conjTranspose_one, conjTranspose_smul, hK.eq]; simp
  have hM : IsUnit (1 - I • K) :=
    (Matrix.isUnit_iff_isUnit_det _).2 (isUnit_one_sub_I_smul hK)
  have hN : IsUnit (1 + I • K) := by rw [← hH]; exact hM.star
  have T : t * (1 - I • K) = (-(p : ℂ)⁻¹) • K := by
    rw [neg_smul, ← smul_neg, ← h, smul_smul, inv_mul_cancel₀ hp', one_smul]
  have T' : (1 + I • K) * tᴴ = (-(p : ℂ)⁻¹) • K := by
    rw [← hH, ← conjTranspose_mul, T, conjTranspose_smul, hK.eq]; simp
  have e1 : ∀ N M : Matrix n n ℂ, N * ((t - tᴴ) * M) = N * (t * M) - (N * tᴴ) * M := by
    intro N M; simp only [sub_mul, mul_sub, mul_assoc]
  have e2 : ∀ (s : ℂ) (N M : Matrix n n ℂ),
      N * ((s • (tᴴ * t)) * M) = s • ((N * tᴴ) * (t * M)) := by
    intro s N M; simp only [smul_mul_assoc, mul_smul_comm, mul_assoc]
  -- sandwich between 1 + iK and 1 - iK: both sides become -(2i/p) K²
  apply hM.mul_right_cancel
  apply hN.mul_left_cancel
  rw [e1, e2, T, T']
  simp only [add_mul, mul_sub, one_mul, mul_one, smul_mul_assoc, mul_smul_comm, smul_smul]
  match_scalars <;> first | ring1 | (field_simp; done) | (field_simp; ring1)

/-- For any matrix `t` and `p ≠ 0`, `S = 1 - 2ip t` is unitary exactly when
`t - tᴴ = -2ip tᴴ t`. -/
theorem unitary_iff_optical (t : Matrix n n ℂ) {p : ℝ} (hp : p ≠ 0) :
    sMatrix p t ∈ unitaryGroup n ℂ ↔ t - tᴴ = (-(2 * I * (p : ℂ))) • (tᴴ * t) := by
  have ha : 2 * I * (p : ℂ) ≠ 0 :=
    mul_ne_zero (mul_ne_zero two_ne_zero I_ne_zero) (ofReal_ne_zero.2 hp)
  have hs : star (2 * I * (p : ℂ)) = -(2 * I * (p : ℂ)) := by
    simp only [Complex.star_def, map_mul, conj_I, conj_ofReal, map_ofNat]
    ring1
  have key : (sMatrix p t)ᴴ * sMatrix p t
      = 1 - (2 * I * (p : ℂ)) • (t - tᴴ - (-(2 * I * (p : ℂ))) • (tᴴ * t)) := by
    rw [sMatrix, conjTranspose_sub, conjTranspose_one, conjTranspose_smul, hs]
    simp only [sub_mul, mul_sub, one_mul, mul_one, smul_mul_assoc, mul_smul_comm]
    module
  rw [mem_unitaryGroup_iff', star_eq_conjTranspose, key, sub_eq_self, smul_eq_zero,
    or_iff_right ha, sub_eq_zero]

/-- Diagonal optical theorem: if `S = 1 - 2ip t` is unitary and `p ≠ 0`, then in each channel
`Im t_jj = -p ∑_i |t_ij|²`. -/
theorem im_diagonal_of_unitary {t : Matrix n n ℂ} {p : ℝ} (hp : p ≠ 0)
    (hS : sMatrix p t ∈ unitaryGroup n ℂ) (j : n) :
    (t j j).im = -p * ∑ i, ‖t i j‖ ^ 2 := by
  have h := (unitary_iff_optical t hp).1 hS
  have hs : (tᴴ * t) j j = ((∑ i, ‖t i j‖ ^ 2 : ℝ) : ℂ) := by
    rw [Matrix.mul_apply, ofReal_sum]
    refine Finset.sum_congr rfl fun i _ => ?_
    rw [conjTranspose_apply, Complex.star_def, ← normSq_eq_conj_mul_self, normSq_eq_norm_sq]
  have h1 : (t - tᴴ) j j = ((-(2 * I * (p : ℂ))) • (tᴴ * t)) j j := by rw [h]
  rw [Matrix.sub_apply, Matrix.smul_apply, hs, conjTranspose_apply] at h1
  generalize (∑ i, ‖t i j‖ ^ 2 : ℝ) = r at h1 ⊢
  have h2 := congrArg Complex.im h1
  simp at h2
  linarith

/-- Under a unitary change of channel basis `C`, the matrix `C K Cᴴ` is Hermitian and its
t-matrix is `C t Cᴴ`. -/
theorem tMatrix_covariant {K : Matrix n n ℂ} (hK : K.IsHermitian) (p : ℝ) {C : Matrix m n ℂ}
    (hC : C * Cᴴ = 1) (hC' : Cᴴ * C = 1) :
    (C * K * Cᴴ).IsHermitian ∧ C * tMatrix p K * Cᴴ = tMatrix p (C * K * Cᴴ) := by
  refine ⟨isHermitian_mul_mul_conjTranspose C hK, ?_⟩
  have hc : ∀ X : Matrix n m ℂ, Cᴴ * (C * X) = X := fun X => by
    rw [← Matrix.mul_assoc, hC', Matrix.one_mul]
  have e : 1 - I • (C * K * Cᴴ) = C * (1 - I • K) * Cᴴ := by
    rw [Matrix.mul_sub, Matrix.sub_mul, Matrix.mul_one, hC, Matrix.mul_smul, Matrix.smul_mul]
  -- the inverse transforms in the same way
  have hinv : (1 - I • (C * K * Cᴴ))⁻¹ = C * (1 - I • K)⁻¹ * Cᴴ := by
    apply inv_eq_right_inv
    rw [e]
    simp only [Matrix.mul_assoc, hc]
    rw [Matrix.mul_nonsing_inv_cancel_left _ _ (isUnit_one_sub_I_smul hK), hC]
  rw [tMatrix, tMatrix, hinv, Matrix.mul_smul, Matrix.smul_mul]
  simp only [Matrix.mul_assoc, hc]

/-- For Hermitian `K`, `p > 0` and a unitary basis change `C`: `1 - iK` is invertible, `t` solves
`p t (1 - iK) = -K`, `S` is unitary, `t - tᴴ = -2ip tᴴ t`, and `C t Cᴴ` is the t-matrix of
`C K Cᴴ`, again with unitary `S` and the same relation. -/
theorem tMatrix_unitarity {K : Matrix n n ℂ} (hK : K.IsHermitian) {p : ℝ} (hp : 0 < p)
    {C : Matrix m n ℂ} (hC : C * Cᴴ = 1) (hC' : Cᴴ * C = 1) :
    let t := tMatrix p K
    let t' := C * t * Cᴴ
    IsUnit (1 - I • K).det ∧ (p : ℂ) • (t * (1 - I • K)) = -K ∧
      sMatrix p t ∈ unitaryGroup n ℂ ∧ t - tᴴ = (-(2 * I * (p : ℂ))) • (tᴴ * t) ∧
      t' = tMatrix p (C * K * Cᴴ) ∧
      sMatrix p t' ∈ unitaryGroup m ℂ ∧ t' - t'ᴴ = (-(2 * I * (p : ℂ))) • (t'ᴴ * t') := by
  intro t t'
  obtain ⟨hK', hcov⟩ := tMatrix_covariant hK p hC hC'
  have ht' : t' = tMatrix p (C * K * Cᴴ) := hcov
  have h1 := heitler_equation hK hp.ne'
  have h2 := optical_of_heitler hK hp.ne' h1
  have h3 := optical_of_heitler hK' hp.ne' (heitler_equation hK' hp.ne')
  rw [← ht'] at h3
  exact ⟨isUnit_one_sub_I_smul hK, h1, (unitary_iff_optical _ hp.ne').2 h2, h2, ht',
    (unitary_iff_optical _ hp.ne').2 h3, h3⟩

/-- For uncoupled channels `K = diag(tan δ_j)` with `cos δ_j ≠ 0`, the t-matrix is
`diag(-(1/p) sin δ_j exp(iδ_j))`. -/
theorem tMatrix_phase_shifts (p : ℝ) (δ : n → ℝ) (hδ : ∀ j, Real.cos (δ j) ≠ 0) :
    tMatrix p (diagonal fun j => (Real.tan (δ j) : ℂ))
      = diagonal fun j => -(p : ℂ)⁻¹ * (Real.sin (δ j) : ℂ) * Complex.exp (δ j * I) := by
  have e : ∀ f : n → ℂ, 1 - I • diagonal f = diagonal fun j => 1 - I * f j := by
    intro f
    ext i j
    simp only [Matrix.sub_apply, Matrix.smul_apply, Matrix.one_apply, Matrix.diagonal_apply]
    split_ifs <;> simp
  have ht : ∀ j, (Real.tan (δ j) : ℂ) * (Real.cos (δ j) : ℂ) = (Real.sin (δ j) : ℂ) :=
    fun j => by rw [← ofReal_mul, Real.tan_mul_cos (hδ j)]
  -- (1 - i tan δ)⁻¹ = cos δ exp(iδ)
  have hinv : (1 - I • diagonal fun j => (Real.tan (δ j) : ℂ))⁻¹
      = diagonal fun j => (Real.cos (δ j) : ℂ) * Complex.exp (δ j * I) := by
    apply inv_eq_right_inv
    rw [e, diagonal_mul_diagonal, ← diagonal_one]
    congr 1
    funext j
    have h1 := congrArg (fun x : ℝ => (x : ℂ)) (Real.cos_sq_add_sin_sq (δ j))
    simp only [ofReal_add, ofReal_pow, ofReal_one] at h1
    rw [exp_mul_I, ← ofReal_cos, ← ofReal_sin]
    linear_combination (-I * ((Real.cos (δ j) : ℂ) + (Real.sin (δ j) : ℂ) * I)) * ht j + h1
      - (Real.sin (δ j) : ℂ) ^ 2 * I_sq
  rw [tMatrix, hinv, diagonal_mul_diagonal, ← diagonal_smul]
  congr 1
  funext j
  simp only [Pi.smul_apply, smul_eq_mul]
  linear_combination (-(p : ℂ)⁻¹ * Complex.exp (δ j * I)) * ht j

/-- A diagonal Hermitian two-channel `K` and a unitary rotation `C` for which `C K Cᴴ` has a
non-zero off-diagonal element. -/
theorem tMatrix_unitarity_witness :
    let K : Matrix (Fin 2) (Fin 2) ℂ := !![1, 0; 0, 0]
    let C : Matrix (Fin 2) (Fin 2) ℂ := !![3 / 5, -4 / 5; 4 / 5, 3 / 5]
    K.IsHermitian ∧ C * Cᴴ = 1 ∧ Cᴴ * C = 1 ∧ (C * K * Cᴴ) 0 1 = 12 / 25 := by
  intro K C
  have hC : C * Cᴴ = 1 := by
    ext i j
    fin_cases i <;> fin_cases j <;>
      simp [C, Matrix.mul_apply, Fin.sum_univ_succ, map_ofNat] <;> norm_num
  refine ⟨?_, hC, mul_eq_one_comm.1 hC, ?_⟩
  · ext i j
    fin_cases i <;> fin_cases j <;> simp [K]
  · simp [K, C, Matrix.mul_apply, Fin.sum_univ_succ, map_ofNat]
    norm_num

end

end RelativisticTMatrix
```

```lean
#print axioms RelativisticTMatrix.im_diagonal_of_unitary
#print axioms RelativisticTMatrix.tMatrix_unitarity
#print axioms RelativisticTMatrix.tMatrix_phase_shifts
```

```
'RelativisticTMatrix.im_diagonal_of_unitary' depends on axioms: [propext, Classical.choice, Quot.sound]
'RelativisticTMatrix.tMatrix_unitarity' depends on axioms: [propext, Classical.choice, Quot.sound]
'RelativisticTMatrix.tMatrix_phase_shifts' depends on axioms: [propext, Classical.choice, Quot.sound]
```

## Notes on the proof

`isUnit_one_sub_I_smul` is step 1. The adjoint is `hH`, the product $1+K^\dagger K$ is `hprod`, positivity comes from `Matrix.PosDef.one.add_posSemidef`, and `det_mul` with `isUnit_of_mul_isUnit_right` extracts the factor $\det M$. `heitler_equation` is step 2, where `nonsing_inv_mul` needs that invertibility to turn $M^{-1}M$ into $1$.

`optical_of_heitler` is step 3, stated for any solution `t`. The equations `T` and `T'` are $tM=-K/p$ and its adjoint, and `e1`, `e2` regroup the two sandwiched expressions so that these can be substituted. `unitary_iff_optical` is step 4: `key` is the displayed identity, `mem_unitaryGroup_iff'` reduces unitarity to $S^\dagger S=1$, and `smul_eq_zero` with `ha` removes the factor $2ip$. `im_diagonal_of_unitary` is step 5: `hs` evaluates $(t^\dagger t)_{jj}$, and taking `Complex.im` leaves a real equation for `linarith`.

`tMatrix_covariant` is step 6, with `e` for $1-iK'=CMC^\dagger$ and `hinv` for its inverse, which `inv_eq_right_inv` identifies from the product being $1$. The main theorem applies steps 2 to 4 once to `K` and once to `C * K * Cᴴ`, and rewrites the second result with `ht'`. In `tMatrix_phase_shifts` the two `linear_combination` calls are the scalar identities of step 7, the first built from `ht j`, $\cos^2\delta_j+\sin^2\delta_j=1$ and `I_sq`. The two-channel example is checked entry by entry, except that $C^\dagger C=1$ is obtained from $CC^\dagger=1$ by `mul_eq_one_comm`.

The ending of `optical_of_heitler` is a pattern that transfers to other matrix identities involving an inverse. The inverse is first traded for an equation such as `T`. The goal is then multiplied by invertible matrices through `hM.mul_right_cancel` and `hN.mul_left_cancel`, which leaves a polynomial identity in `K`. After the products are expanded, `match_scalars` treats `K` and `K * K` as independent vectors and asks for equality of their complex coefficients, which `ring1` and `field_simp` can settle because only commuting scalars remain.
